# RPA collapse without a closing gap in the two-particle Lipkin model

I put two particles in the Lipkin model, with level spacing 1 and pair coupling 1. The RPA frequency is $\sqrt{1^2-1^2}=0$, and any stronger coupling makes it imaginary. I had read this as the first excited state coming down to meet the ground state. But the exact three-state Hamiltonian has energies $-\sqrt2,\,0,\,\sqrt2$, so its gap is $\sqrt2$, larger than the gap of 1 without coupling. Does the collapse say anything about the true gap?

## The true gap grows through the collapse

It does not signal a closing gap for two particles: the exact gap increases with the strength of the coupling, before, at and after the collapse. Let $e>0$ be the level spacing and $V$ the pair coupling. In the basis of symmetric states with zero, one and two particles excited, the Hamiltonian and the RPA matrix are

$$H=\begin{pmatrix}-e&0&V\\0&0&0\\V&0&e\end{pmatrix},\qquad M=\begin{pmatrix}e&V\\-V&-e\end{pmatrix}.$$

**Exact gap.** Put $R=\sqrt{e^2+V^2}$ and $v=(e+R,\,0,\,-V)$. The outer components of $Hv$ are

$$-e(e+R)-V^2=-R(e+R),\qquad V(e+R)-eV=-R(-V),$$

so $Hv=-Rv$. Dividing $v$ by $\sqrt{2R(R+e)}$ normalises it. A state $x=(x_0,x_1,x_2)$ orthogonal to $v$ satisfies $(e+R)x_0=Vx_2$, hence

$$x\cdot Hx=-ex_0^2+2Vx_0x_2+ex_2^2=(e+2R)x_0^2+ex_2^2\ge0.$$

The state $(0,1,0)$ attains the value 0. The ground energy is therefore $-R$, the next is 0, and the gap is $R$. The antisymmetric state with one particle excited, left out of $H$, is uncoupled and also has energy 0, so it does not change the gap. If $0\le V_1<V_2$, then $V_1^2<V_2^2$, so the gap is strictly larger at $V_2$.

**RPA frequencies.** The equations $(e-\omega)X+VY=0$ and $-VX-(e+\omega)Y=0$ have a nonzero solution exactly when the determinant vanishes:

$$\omega^2=e^2-V^2.$$

For $V>e$ this gives $\omega=\pm i\sqrt{V^2-e^2}$, with a positive root. At $V=e$ the only frequency is 0, while the gap is $\sqrt{2e^2}=\sqrt2\,e$.

An imaginary RPA root thus does not by itself prove that the exact gap has closed. A single three-state model cannot show how often the two occur together in electronic-structure calculations.

## What the Lean statements say

`lipkin e V` is the real matrix $H$, and `rpa e V` is $M$ with complex entries. `IsRPAFrequency e V ω` says that $\omega$ is an eigenvalue of $M$ with a nonzero complex eigenvector. It admits both signs and imaginary values, whereas textbooks often reserve "excitation frequency" for the positive root.

`IsLowestGap H g` says that $g\ge0$, that some eigenvector `v` has energy `E`, and that the least mean energy orthogonal to `v` is `E + g`, attained by an eigenvector `w`. Multiplicity counts, so a degenerate ground level has gap zero. A one-state system has no gap in this sense.

`rpa_collapse_without_gap_closing` assumes $e>0$ and has three parts: $g$ is the lowest gap exactly when $g=\sqrt{e^2+V^2}$, for every real $V$; this root is strictly increasing on $V\ge0$; and for $V>e$ the RPA frequencies are exactly the nonzero imaginary pair. `gap_at_collapse` treats $V=e$.

The step left to physics is the passage from $H$ to $M$. The file defines the two matrices separately; the RPA built on the reference state with both particles in the lower level supplies the entries $e$ and $V$. For $V>e$ this reference is no longer the lowest product state. Giving each particle the amplitudes $(\cos t,\,i\sin t)$ on the lower and upper level yields the energy $-e+2(e-V)\sin^2t+2V\sin^4t$, which lies below $-e$ for small $t\neq0$. The imaginary root signals this instability of the reference, which the Lean file does not treat.

The sign of $e$ matters. With $e=-1$ and $V=0$ the condition $V>e$ holds, yet the RPA frequencies are $\pm1$, both real. This example rules out allowing negative $e$; it does not exclude $e=0$.

```lean
import Mathlib

open Matrix

namespace LipkinRPACollapse

noncomputable section

/-- `g` is the lowest excitation gap of the real symmetric matrix `H`, counted with multiplicity:
`v` is an eigenvector of energy `E`, and the least energy orthogonal to `v` is `E + g`, with
`g ≥ 0`, attained by an eigenvector `w`. -/
def IsLowestGap {n : Type*} [Fintype n] (H : Matrix n n ℝ) (g : ℝ) : Prop :=
  0 ≤ g ∧ ∃ (E : ℝ) (v w : n → ℝ), v ≠ 0 ∧ w ≠ 0 ∧ v ⬝ᵥ w = 0 ∧
    H *ᵥ v = E • v ∧ H *ᵥ w = (E + g) • w ∧
    ∀ x, v ⬝ᵥ x = 0 → (E + g) * (x ⬝ᵥ x) ≤ x ⬝ᵥ H *ᵥ x

/-- The two-particle Lipkin Hamiltonian with level spacing `e` and pair coupling `V`. -/
def lipkin (e V : ℝ) : Matrix (Fin 3) (Fin 3) ℝ :=
  !![-e, 0, V; 0, 0, 0; V, 0, e]

/-- The RPA matrix with excitation energy `e` and coupling `V`. -/
def rpa (e V : ℝ) : Matrix (Fin 2) (Fin 2) ℂ :=
  !![(e : ℂ), (V : ℂ); -(V : ℂ), -(e : ℂ)]

/-- `ω` is an RPA frequency: a complex eigenvalue of the RPA matrix. -/
def IsRPAFrequency (e V : ℝ) (ω : ℂ) : Prop :=
  ∃ x : Fin 2 → ℂ, x ≠ 0 ∧ rpa e V *ᵥ x = ω • x

/-- A nonzero real state vector has positive squared norm. -/
theorem dot_self_pos {n : Type*} [Fintype n] {x : n → ℝ} (hx : x ≠ 0) : 0 < x ⬝ᵥ x := by
  have h0 : 0 ≤ x ⬝ᵥ x := Finset.sum_nonneg fun i _ => mul_self_nonneg (x i)
  exact lt_of_le_of_ne h0 fun h => hx (dotProduct_self_eq_zero.mp h.symm)

/-- Let `v` be an eigenvector of energy `E` of a symmetric matrix. If all states orthogonal to `v`
have mean energy at least `F ≥ E`, then no eigenvalue lies below `E`. -/
theorem ground_le {n : Type*} [Fintype n] {H : Matrix n n ℝ} (hH : H.IsSymm)
    {E F E' : ℝ} {v v' : n → ℝ} (hEF : E ≤ F) (hv : H *ᵥ v = E • v)
    (hF : ∀ x, v ⬝ᵥ x = 0 → F * (x ⬝ᵥ x) ≤ x ⬝ᵥ H *ᵥ x)
    (h0 : v' ≠ 0) (hv' : H *ᵥ v' = E' • v') : E ≤ E' := by
  by_cases h : v ⬝ᵥ v' = 0
  · have h1 := hF v' h
    rw [hv', dotProduct_smul, smul_eq_mul] at h1
    exact hEF.trans (le_of_mul_le_mul_right h1 (dot_self_pos h0))
  · -- eigenvectors that overlap share their eigenvalue
    have s : v ⬝ᵥ H *ᵥ v' = (H *ᵥ v) ⬝ᵥ v' := by
      rw [Matrix.dotProduct_mulVec, ← Matrix.mulVec_transpose, hH.eq]
    rw [hv', hv, dotProduct_smul, smul_dotProduct, smul_eq_mul, smul_eq_mul] at s
    exact (mul_right_cancel₀ h s).ge

/-- If all states orthogonal to `v` have mean energy at least `F`, then of two orthogonal
eigenvectors with energies `E' ≤ F'` the upper one has energy at least `F`. -/
theorem second_le {n : Type*} [Fintype n] {H : Matrix n n ℝ}
    {F E' F' : ℝ} {v v' w' : n → ℝ}
    (hF : ∀ x, v ⬝ᵥ x = 0 → F * (x ⬝ᵥ x) ≤ x ⬝ᵥ H *ᵥ x)
    (hv0 : v' ≠ 0) (hw0 : w' ≠ 0) (ho : v' ⬝ᵥ w' = 0) (hE : E' ≤ F')
    (hv' : H *ᵥ v' = E' • v') (hw' : H *ᵥ w' = F' • w') : F ≤ F' := by
  have hP := dot_self_pos hv0
  have hQ := dot_self_pos hw0
  have ho' : w' ⬝ᵥ v' = 0 := by rw [dotProduct_comm, ho]
  by_cases h : v ⬝ᵥ v' = 0
  · have h1 := hF v' h
    rw [hv', dotProduct_smul, smul_eq_mul] at h1
    exact (le_of_mul_le_mul_right h1 hP).trans hE
  · obtain ⟨a, ha⟩ : ∃ a, v ⬝ᵥ w' = a := ⟨_, rfl⟩
    obtain ⟨b, hb⟩ : ∃ b, v ⬝ᵥ v' = b := ⟨_, rfl⟩
    rw [hb] at h
    -- trial state in the span of v' and w', orthogonal to v
    have h1 := hF (a • v' - b • w') (by
      rw [dotProduct_sub, dotProduct_smul, dotProduct_smul, ha, hb, smul_eq_mul, smul_eq_mul]
      ring)
    simp only [Matrix.mulVec_sub, Matrix.mulVec_smul, hv', hw', dotProduct_sub, sub_dotProduct,
      dotProduct_smul, smul_dotProduct, smul_eq_mul, ho, ho'] at h1
    by_contra hlt
    have hlt' : F' < F := not_le.mp hlt
    have hbQ : 0 < b ^ 2 * (w' ⬝ᵥ w') := by positivity
    have haP : 0 ≤ a ^ 2 * (v' ⬝ᵥ v') := by positivity
    have hFE : 0 ≤ F - E' := by linarith
    nlinarith [mul_pos (sub_pos.2 hlt') hbQ, mul_nonneg hFE haP]

/-- A real symmetric matrix has at most one lowest gap. -/
theorem gap_unique {n : Type*} [Fintype n] {H : Matrix n n ℝ} (hH : H.IsSymm) {g g' : ℝ}
    (h : IsLowestGap H g) (h' : IsLowestGap H g') : g = g' := by
  obtain ⟨hg, E, v, w, v0, w0, o, hv, hw, hm⟩ := h
  obtain ⟨hg', E', v', w', v0', w0', o', hv', hw', hm'⟩ := h'
  have h1 := ground_le hH (by linarith) hv hm v0' hv'
  have h2 := ground_le hH (by linarith) hv' hm' v0 hv
  have h3 := second_le hm v0' w0' o' (by linarith) hv' hw'
  have h4 := second_le hm' v0 w0 o (by linarith) hv hw
  linarith

/-- For `e > 0` the lowest gap of the two-particle Lipkin Hamiltonian is `√(e² + V²)`. -/
theorem lipkin_gap {e : ℝ} (he : 0 < e) (V g : ℝ) :
    IsLowestGap (lipkin e V) g ↔ g = √(e ^ 2 + V ^ 2) := by
  have act : ∀ x : Fin 3 → ℝ,
      lipkin e V *ᵥ x = ![-e * x 0 + V * x 2, 0, V * x 0 + e * x 2] := by
    intro x
    ext i
    fin_cases i <;> simp [lipkin, Matrix.mulVec, dotProduct, Fin.sum_univ_three]
  have hsymm : (lipkin e V).IsSymm :=
    Matrix.IsSymm.ext fun i j => by fin_cases i <;> fin_cases j <;> rfl
  have key : IsLowestGap (lipkin e V) (√(e ^ 2 + V ^ 2)) := by
    have hw : √(e ^ 2 + V ^ 2) ^ 2 = e ^ 2 + V ^ 2 := Real.sq_sqrt (by positivity)
    have hw0 : 0 ≤ √(e ^ 2 + V ^ 2) := Real.sqrt_nonneg _
    generalize √(e ^ 2 + V ^ 2) = w at hw hw0 ⊢
    refine ⟨hw0, -w, ![e + w, 0, -V], ![0, 1, 0], ?_, ?_, ?_, ?_, ?_, ?_⟩
    · intro h
      have h0 := congrFun h 0
      change e + w = 0 at h0
      linarith
    · intro h
      have h1 := congrFun h 1
      change (1 : ℝ) = 0 at h1
      exact one_ne_zero h1
    · simp [dotProduct, Fin.sum_univ_three]
    · rw [act]
      ext i
      fin_cases i
      · change -e * (e + w) + V * -V = -w * (e + w)
        linear_combination hw
      · change (0 : ℝ) = -w * 0
        ring
      · change V * (e + w) + e * -V = -w * -V
        ring
    · rw [neg_add_cancel, zero_smul, act]
      ext i
      fin_cases i <;> simp
    · intro x hx
      rw [dotProduct, Fin.sum_univ_three] at hx
      change (e + w) * x 0 + 0 * x 1 + -V * x 2 = 0 at hx
      rw [neg_add_cancel, zero_mul, act, dotProduct, Fin.sum_univ_three]
      change 0 ≤ x 0 * (-e * x 0 + V * x 2) + x 1 * 0 + x 2 * (V * x 0 + e * x 2)
      -- orthogonality to the ground state makes the energy a sum of squares
      have hs : x 0 * (-e * x 0 + V * x 2) + x 1 * 0 + x 2 * (V * x 0 + e * x 2)
          = (e + 2 * w) * x 0 ^ 2 + e * x 2 ^ 2 := by
        linear_combination (-2 * x 0) * hx
      rw [hs]
      positivity
  exact ⟨fun h => gap_unique hsymm h key, fun h => h ▸ key⟩

/-- The RPA frequencies are exactly the complex solutions of `ω² = e² - V²`. -/
theorem rpa_frequency_iff (e V : ℝ) (ω : ℂ) :
    IsRPAFrequency e V ω ↔ ω ^ 2 = (e : ℂ) ^ 2 - (V : ℂ) ^ 2 := by
  have act : ∀ x : Fin 2 → ℂ, rpa e V *ᵥ x = ![e * x 0 + V * x 1, -V * x 0 + -e * x 1] := by
    intro x
    ext i
    fin_cases i <;> simp [rpa, Matrix.mulVec, dotProduct, Fin.sum_univ_two]
  constructor
  · rintro ⟨x, hx, h⟩
    rw [act] at h
    have h0 : (e : ℂ) * x 0 + V * x 1 = ω * x 0 := congrFun h 0
    have h1 : -(V : ℂ) * x 0 + -e * x 1 = ω * x 1 := congrFun h 1
    by_contra hne
    have hd : ω ^ 2 - ((e : ℂ) ^ 2 - (V : ℂ) ^ 2) ≠ 0 := sub_ne_zero.mpr hne
    -- eliminating one amplitude multiplies the other by the secular determinant
    have z0 : x 0 = 0 := (mul_eq_zero.mp (show
      (ω ^ 2 - ((e : ℂ) ^ 2 - (V : ℂ) ^ 2)) * x 0 = 0 by
        linear_combination (-(ω + e)) * h0 - V * h1)).resolve_left hd
    have z1 : x 1 = 0 := (mul_eq_zero.mp (show
      (ω ^ 2 - ((e : ℂ) ^ 2 - (V : ℂ) ^ 2)) * x 1 = 0 by
        linear_combination V * h0 - (ω - e) * h1)).resolve_left hd
    apply hx
    ext i
    fin_cases i
    · exact z0
    · exact z1
  · intro h
    by_cases hc : ω + e = 0 ∧ (V : ℂ) = 0
    · obtain ⟨h1, h2⟩ := hc
      refine ⟨![0, 1], fun h0 => one_ne_zero (α := ℂ) (congrFun h0 1), ?_⟩
      rw [act]
      ext i
      fin_cases i
      · change (e : ℂ) * 0 + V * 1 = ω * 0
        linear_combination h2
      · change -(V : ℂ) * 0 + -e * 1 = ω * 1
        linear_combination -h1
    · refine ⟨![ω + e, -V], fun h0 => hc ⟨congrFun h0 0, ?_⟩, ?_⟩
      · have h1 : -(V : ℂ) = 0 := congrFun h0 1
        exact neg_eq_zero.mp h1
      · rw [act]
        ext i
        fin_cases i
        · change (e : ℂ) * (ω + e) + V * -V = ω * (ω + e)
          linear_combination -h
        · change -(V : ℂ) * (ω + e) + -e * -V = ω * -V
          ring

/-- RPA collapse without a closing gap: for `e > 0` the lowest gap of the two-particle Lipkin
Hamiltonian is `√(e² + V²)`, strictly increasing in `V ≥ 0`, while for `V > e` the RPA frequencies
are the nonzero imaginary pair `±i√(V² - e²)`. -/
theorem rpa_collapse_without_gap_closing {e : ℝ} (he : 0 < e) :
    (∀ V g, IsLowestGap (lipkin e V) g ↔ g = √(e ^ 2 + V ^ 2)) ∧
    StrictMonoOn (fun V : ℝ => √(e ^ 2 + V ^ 2)) (Set.Ici 0) ∧
    ∀ V, e < V → 0 < √(V ^ 2 - e ^ 2) ∧ ∀ ω : ℂ, IsRPAFrequency e V ω ↔
      ω = Complex.I * (√(V ^ 2 - e ^ 2) : ℝ) ∨ ω = -(Complex.I * (√(V ^ 2 - e ^ 2) : ℝ)) := by
  refine ⟨lipkin_gap he, ?_, ?_⟩
  · intro a ha b _ hab
    have ha' : 0 ≤ a := ha
    exact Real.sqrt_lt_sqrt (by positivity) (by nlinarith)
  · intro V hV
    have hpos : 0 < V ^ 2 - e ^ 2 := by nlinarith
    refine ⟨Real.sqrt_pos.mpr hpos, fun ω => ?_⟩
    have hs : ((√(V ^ 2 - e ^ 2) : ℝ) : ℂ) ^ 2 = (V : ℂ) ^ 2 - (e : ℂ) ^ 2 := by
      exact_mod_cast Real.sq_sqrt hpos.le
    rw [rpa_frequency_iff, ← sq_eq_sq_iff_eq_or_eq_neg, mul_pow, Complex.I_sq, hs]
    constructor <;> intro h <;> linear_combination h

/-- At the coupling `V = e > 0` the only RPA frequency is zero, while the lowest gap of the
two-particle Lipkin Hamiltonian is `√2 e`. -/
theorem gap_at_collapse {e : ℝ} (he : 0 < e) :
    (∀ ω : ℂ, IsRPAFrequency e e ω ↔ ω = 0) ∧ IsLowestGap (lipkin e e) (√2 * e) := by
  constructor
  · intro ω
    rw [rpa_frequency_iff, sub_self]
    exact pow_eq_zero_iff two_ne_zero
  · rw [lipkin_gap he, ← two_mul, Real.sqrt_mul (by norm_num), Real.sqrt_sq he.le]

end

end LipkinRPACollapse
```

```lean
#print axioms LipkinRPACollapse.rpa_collapse_without_gap_closing
#print axioms LipkinRPACollapse.gap_at_collapse
```

```
'LipkinRPACollapse.rpa_collapse_without_gap_closing' depends on axioms: [propext, Classical.choice, Quot.sound]
'LipkinRPACollapse.gap_at_collapse' depends on axioms: [propext, Classical.choice, Quot.sound]
```

## Why the gap is a well-defined number

The definition of the gap mentions some eigenvector `v`, so two choices might conceivably give two gaps. `gap_unique` excludes this for every real symmetric matrix. Suppose $(E,v,w,g)$ and $(E',v',w',g')$ both satisfy the definition, and write $F=E+g$, $F'=E'+g'$.

`ground_le` compares the ground energies. If $v\cdot v'=0$, the bound on states orthogonal to $v$ gives $E\le F\le E'$. Otherwise symmetry gives

$$E'\,(v\cdot v')=v\cdot Hv'=(Hv)\cdot v'=E\,(v\cdot v'),$$

so $E=E'$. Exchanging the roles yields equality in every case.

`second_le` compares the next energies. If $v\cdot v'=0$, then $F\le E'\le F'$. Otherwise set $a=v\cdot w'$ and $b=v\cdot v'\neq0$. The trial state $av'-bw'$ is orthogonal to $v$, so

$$F\,(a^2|v'|^2+b^2|w'|^2)\le E'a^2|v'|^2+F'b^2|w'|^2.$$

If $F'<F$, then also $E'<F$, and the right side would be strictly smaller than the left, because $b^2|w'|^2>0$. Hence $F\le F'$; `nlinarith` finds this contradiction. Exchanging the roles gives $F=F'$, and so $g=g'$. The positive norms come from `dot_self_pos`.

`lipkin_gap` then only has to exhibit one gap. It uses the vectors above, with $R$ called `w` in that proof, and `linear_combination` inserts the orthogonality condition to reach the sum of squares.

In `rpa_frequency_iff`, eliminating one amplitude multiplies the other by $\omega^2-e^2+V^2$. If that factor is nonzero, both amplitudes vanish. For the converse the eigenvector is $(\omega+e,-V)$, replaced by $(0,1)$ when both entries are zero. For $e>0$ and real $\omega>0$, dividing the former by $\sqrt{2\omega(\omega+e)}$ gives the usual RPA normalisation $X^2-Y^2=1$.

The main theorem combines these results, using the fact that two numbers with equal squares agree up to sign.
